# Dropping p_z from a degenerate p shell reduces its spin–orbit splitting by a third

Before spin–orbit coupling is diagonalised in a second variation, one chooses which scalar-relativistic bands to keep, and it pays to check that the cutoff does not run through a degenerate shell. For a single non-interacting p shell with coupling constant z > 0, keeping only p_x and p_y turns the splitting 3z/2 into z.

```lean
import Mathlib

open Matrix
open scoped Kronecker

namespace SecondVariationWindow

noncomputable section

/-- The orbital angular momentum matrices `L_x, L_y, L_z` (with ħ = 1) in the basis
`p_x, p_y, p_z`. -/
def orbital : Fin 3 → Matrix (Fin 3) (Fin 3) ℂ :=
  ![!![0, 0, 0; 0, 0, -Complex.I; 0, Complex.I, 0],
    !![0, 0, Complex.I; 0, 0, 0; -Complex.I, 0, 0],
    !![0, -Complex.I, 0; Complex.I, 0, 0; 0, 0, 0]]

/-- The three Pauli matrices. -/
def pauli : Fin 3 → Matrix (Fin 2) (Fin 2) ℂ :=
  ![!![0, 1; 1, 0], !![0, -Complex.I; Complex.I, 0], !![1, 0; 0, -1]]

/-- The spin matrices `S = σ/2`. -/
def spin (k : Fin 3) : Matrix (Fin 2) (Fin 2) ℂ := (1 / 2 : ℂ) • pauli k

/-- The projector on the orbital `p_z`. -/
def pzProj : Matrix (Fin 3) (Fin 3) ℂ := !![0, 0, 0; 0, 0, 0; 0, 0, 1]

/-- The p-shell Hamiltonian `z L·S`, with the orbital `p_z` shifted by a crystal field `Δ`. -/
def shell (z Δ : ℝ) : Matrix (Fin 3 × Fin 2) (Fin 3 × Fin 2) ℂ :=
  (z : ℂ) • (∑ k, orbital k ⊗ₖ spin k) +
    (Δ : ℂ) • (pzProj ⊗ₖ (1 : Matrix (Fin 2) (Fin 2) ℂ))

/-- The spin-orbitals kept by the band window: `p_x` and `p_y` with both spins. -/
def window (p : Fin 2 × Fin 2) : Fin 3 × Fin 2 := ((![0, 1] : Fin 2 → Fin 3) p.1, p.2)

/-- The p-shell Hamiltonian compressed to the band window. -/
def cut (z Δ : ℝ) : Matrix (Fin 2 × Fin 2) (Fin 2 × Fin 2) ℂ :=
  (shell z Δ).submatrix window window

/-- The real number `E` is a level of `H` if `H v = E v` for some nonzero state `v`. -/
def IsLevel {n : Type*} [Fintype n] (H : Matrix n n ℂ) (E : ℝ) : Prop :=
  ∃ v : n → ℂ, v ≠ 0 ∧ H *ᵥ v = (E : ℂ) • v

/-- The six spin-orbitals sorted into the sectors `x↑, y↑, z↓` and `x↓, y↓, z↑`. -/
def sectors : Fin 3 ⊕ Fin 3 ≃ Fin 3 × Fin 2 where
  toFun := Sum.elim ![(0, 0), (1, 0), (2, 1)] ![(0, 1), (1, 1), (2, 0)]
  invFun p := (![![Sum.inl 0, Sum.inr 0], ![Sum.inl 1, Sum.inr 1],
    ![Sum.inr 2, Sum.inl 2]] : Fin 3 → Fin 2 → Fin 3 ⊕ Fin 3) p.1 p.2
  left_inv := by
    rintro (i | i) <;> fin_cases i <;> rfl
  right_inv := by
    rintro ⟨i, s⟩
    fin_cases i <;> fin_cases s <;> rfl

/-- The four spin-orbitals of the window sorted by spin. -/
def spinSectors : Fin 2 ⊕ Fin 2 ≃ Fin 2 × Fin 2 where
  toFun := Sum.elim ![(0, 0), (1, 0)] ![(0, 1), (1, 1)]
  invFun p := (![![Sum.inl 0, Sum.inr 0], ![Sum.inl 1, Sum.inr 1]] :
    Fin 2 → Fin 2 → Fin 2 ⊕ Fin 2) p.1 p.2
  left_inv := by
    rintro (i | i) <;> fin_cases i <;> rfl
  right_inv := by
    rintro ⟨i, s⟩
    fin_cases i <;> fin_cases s <;> rfl

/-- The matrix elements of the shell Hamiltonian, written with Pauli matrices. -/
theorem shell_apply (z Δ : ℝ) (p q : Fin 3 × Fin 2) :
    shell z Δ p q = (z : ℂ) / 2 * (orbital 0 p.1 q.1 * pauli 0 p.2 q.2 +
      orbital 1 p.1 q.1 * pauli 1 p.2 q.2 + orbital 2 p.1 q.1 * pauli 2 p.2 q.2) +
      (Δ : ℂ) * (pzProj p.1 q.1 * (1 : Matrix (Fin 2) (Fin 2) ℂ) p.2 q.2) := by
  simp only [shell, spin, Fin.sum_univ_three, Matrix.add_apply, Matrix.smul_apply,
    Matrix.kroneckerMap_apply, smul_eq_mul]
  ring

/-- The Hamiltonians of the full shell and of the window are Hermitian. -/
theorem isHermitian (z Δ : ℝ) : (shell z Δ).IsHermitian ∧ (cut z Δ).IsHermitian := by
  have h : (shell z Δ).IsHermitian := by
    refine Matrix.IsHermitian.ext ?_
    rintro ⟨i, s⟩ ⟨j, r⟩
    rw [shell_apply, shell_apply]
    fin_cases i <;> fin_cases s <;> fin_cases j <;> fin_cases r <;>
      simp [orbital, pauli, pzProj]
  exact ⟨h, h.submatrix window⟩

/-- The secular determinant of the full p shell with spin-orbit coupling `z` and
crystal field `Δ`. -/
theorem shell_secular (z Δ : ℝ) (t : ℂ) :
    (t • (1 : Matrix (Fin 3 × Fin 2) (Fin 3 × Fin 2) ℂ) - shell z Δ).det =
      ((t - z / 2) * ((t - Δ) * (t + z / 2) - z ^ 2 / 2)) ^ 2 := by
  let a : ℂ := (z : ℂ) / 2
  -- spin-orbit coupling does not mix the two sectors
  have h : (t • (1 : Matrix (Fin 3 × Fin 2) (Fin 3 × Fin 2) ℂ) - shell z Δ).submatrix
      sectors sectors = Matrix.fromBlocks
        !![t, (z : ℂ) / 2 * Complex.I, -((z : ℂ) / 2);
          -((z : ℂ) / 2 * Complex.I), t, (z : ℂ) / 2 * Complex.I;
          -((z : ℂ) / 2), -((z : ℂ) / 2 * Complex.I), t - Δ] 0 0
        !![t, -((z : ℂ) / 2 * Complex.I), (z : ℂ) / 2;
          (z : ℂ) / 2 * Complex.I, t, (z : ℂ) / 2 * Complex.I;
          (z : ℂ) / 2, -((z : ℂ) / 2 * Complex.I), t - Δ] := by
    ext i j
    rcases i with i | i <;> rcases j with j | j <;> fin_cases i <;> fin_cases j <;>
      simp [sectors, shell_apply, orbital, pauli, pzProj]
  rw [← Matrix.det_submatrix_equiv_self sectors, h, Matrix.det_fromBlocks_zero₂₁, sq]
  -- both sectors have the same cubic secular polynomial
  congr 1
  · rw [Matrix.det_fin_three]
    simp
    linear_combination (a ^ 2 * (t + (t - Δ)) - 2 * a ^ 3) * Complex.I_sq
  · rw [Matrix.det_fin_three]
    simp
    linear_combination (a ^ 2 * (t + (t - Δ)) - 2 * a ^ 3) * Complex.I_sq

/-- Without crystal field, the secular determinant of the full shell has the root `z/2` to the
fourth power and the root `-z` squared. -/
theorem multiplet_secular (z : ℝ) (t : ℂ) :
    (t • (1 : Matrix (Fin 3 × Fin 2) (Fin 3 × Fin 2) ℂ) - shell z 0).det =
      (t - z / 2) ^ 4 * (t + z) ^ 2 := by
  rw [shell_secular, Complex.ofReal_zero]
  ring

/-- In the window of `p_x` and `p_y`, the secular determinant has the roots `z/2` and `-z/2`,
each squared, whatever the crystal field on `p_z`. -/
theorem cut_secular (z Δ : ℝ) (t : ℂ) :
    (t • (1 : Matrix (Fin 2 × Fin 2) (Fin 2 × Fin 2) ℂ) - cut z Δ).det =
      (t - z / 2) ^ 2 * (t + z / 2) ^ 2 := by
  -- only `L_z S_z` survives in the window, and it conserves spin
  have h : (t • (1 : Matrix (Fin 2 × Fin 2) (Fin 2 × Fin 2) ℂ) - cut z Δ).submatrix
      spinSectors spinSectors = Matrix.fromBlocks
        !![t, (z : ℂ) / 2 * Complex.I; -((z : ℂ) / 2 * Complex.I), t] 0 0
        !![t, -((z : ℂ) / 2 * Complex.I); (z : ℂ) / 2 * Complex.I, t] := by
    ext i j
    rcases i with i | i <;> rcases j with j | j <;> fin_cases i <;> fin_cases j <;>
      simp [spinSectors, cut, window, shell_apply, orbital, pauli, pzProj]
  rw [← Matrix.det_submatrix_equiv_self spinSectors, h, Matrix.det_fromBlocks_zero₂₁,
    Matrix.det_fin_two_of, Matrix.det_fin_two_of]
  linear_combination (((z : ℂ) / 2) ^ 2 * (2 * t ^ 2 + ((z : ℂ) / 2) ^ 2 * Complex.I ^ 2 -
    ((z : ℂ) / 2) ^ 2)) * Complex.I_sq

/-- The levels of a Hamiltonian are the real zeros of its secular determinant. -/
theorem isLevel_iff {n : Type*} [Fintype n] [DecidableEq n] (H : Matrix n n ℂ) (E : ℝ) :
    IsLevel H E ↔ ((E : ℂ) • (1 : Matrix n n ℂ) - H).det = 0 := by
  rw [← Matrix.exists_mulVec_eq_zero_iff]
  constructor
  · rintro ⟨v, hv, h⟩
    exact ⟨v, hv, by rw [Matrix.sub_mulVec, Matrix.smul_mulVec, Matrix.one_mulVec, h, sub_self]⟩
  · rintro ⟨v, hv, h⟩
    rw [Matrix.sub_mulVec, Matrix.smul_mulVec, Matrix.one_mulVec, sub_eq_zero] at h
    exact ⟨v, hv, h.symm⟩

/-- The levels of the full shell are `z/2` and the solutions `E` of
`(E - Δ)(E + z/2) = z²/2`. -/
theorem shell_level_iff (z Δ E : ℝ) :
    IsLevel (shell z Δ) E ↔ E = z / 2 ∨ (E - Δ) * (E + z / 2) = z ^ 2 / 2 := by
  have h : (((E : ℂ) - z / 2) * (((E : ℂ) - Δ) * (E + z / 2) - z ^ 2 / 2)) ^ 2 =
      ((((E - z / 2) * ((E - Δ) * (E + z / 2) - z ^ 2 / 2)) ^ 2 : ℝ) : ℂ) := by
    simp
  rw [isLevel_iff, shell_secular, h, Complex.ofReal_eq_zero, pow_eq_zero_iff two_ne_zero,
    mul_eq_zero, sub_eq_zero, sub_eq_zero]

/-- Without crystal field, the full shell has exactly the levels `z/2` and `-z`, and the window
has exactly the levels `z/2` and `-z/2`. -/
theorem levels (z E : ℝ) :
    (IsLevel (shell z 0) E ↔ E = z / 2 ∨ E = -z) ∧
      (IsLevel (cut z 0) E ↔ E = z / 2 ∨ E = -(z / 2)) := by
  constructor
  · rw [shell_level_iff]
    constructor
    · rintro (h | h)
      · exact Or.inl h
      · have h' : (E - z / 2) * (E + z) = 0 := by linear_combination h
        rcases mul_eq_zero.mp h' with h' | h'
        · left; linarith
        · right; linarith
    · rintro (h | h)
      · exact Or.inl h
      · right; rw [h]; ring
  · have h : ((E : ℂ) - z / 2) ^ 2 * ((E : ℂ) + z / 2) ^ 2 =
        (((E - z / 2) ^ 2 * (E + z / 2) ^ 2 : ℝ) : ℂ) := by
      simp
    rw [isLevel_iff, cut_secular, h, Complex.ofReal_eq_zero, mul_eq_zero,
      pow_eq_zero_iff two_ne_zero, pow_eq_zero_iff two_ne_zero, sub_eq_zero,
      add_eq_zero_iff_eq_neg]

/-- For `z > 0` and no crystal field, two distinct levels of the full shell are `3z/2` apart,
but two distinct levels of the window are only `z` apart. -/
theorem wrong_splitting {z a b c d : ℝ} (hz : 0 < z)
    (ha : IsLevel (shell z 0) a) (hb : IsLevel (shell z 0) b) (hab : b < a)
    (hc : IsLevel (cut z 0) c) (hd : IsLevel (cut z 0) d) (hcd : d < c) :
    a - b = 3 * z / 2 ∧ c - d = z := by
  constructor
  · rcases (levels z a).1.mp ha with h | h <;> rcases (levels z b).1.mp hb with h' | h' <;>
      linarith
  · rcases (levels z c).2.mp hc with h | h <;> rcases (levels z d).2.mp hd with h' | h' <;>
      linarith

/-- For `z > 0` and a crystal field `Δ > 0` on `p_z`, every negative level of the full shell lies
below the window value `-z/2`, by at most `z²/(2Δ)`. -/
theorem window_error {z Δ E : ℝ} (hz : 0 < z) (hΔ : 0 < Δ) (hE : E < 0)
    (h : IsLevel (shell z Δ) E) :
    E < -(z / 2) ∧ -(z / 2) - E ≤ z ^ 2 / (2 * Δ) := by
  rcases (shell_level_iff z Δ E).mp h with h | h
  · linarith
  · have hneg : E + z / 2 < 0 := by
      by_contra hc
      have h1 : 0 ≤ (Δ - E) * (E + z / 2) :=
        mul_nonneg (by linarith) (not_lt.mp hc)
      have h2 : 0 < z ^ 2 := by positivity
      linarith [show (Δ - E) * (E + z / 2) = -(z ^ 2 / 2) by linear_combination -h]
    refine ⟨by linarith, ?_⟩
    rw [le_div_iff₀ (by positivity)]
    nlinarith [mul_pos_of_neg_of_neg hE hneg]

end

end SecondVariationWindow
```

```lean
#print axioms SecondVariationWindow.shell_secular
-- 'SecondVariationWindow.shell_secular' depends on axioms: [propext, Classical.choice, Quot.sound]
#print axioms SecondVariationWindow.multiplet_secular
-- 'SecondVariationWindow.multiplet_secular' depends on axioms: [propext, Classical.choice, Quot.sound]
#print axioms SecondVariationWindow.wrong_splitting
-- 'SecondVariationWindow.wrong_splitting' depends on axioms: [propext, Classical.choice, Quot.sound]
#print axioms SecondVariationWindow.window_error
-- 'SecondVariationWindow.window_error' depends on axioms: [propext, Classical.choice, Quot.sound]
```

## The shell and its window

The Hamiltonian `shell z Δ` acts on three real p orbitals times two spin states:

H = z L·S + Δ |p_z⟩⟨p_z|, with S = σ/2 and ħ = 1.

The orbital indices 0, 1, 2 stand for p_x, p_y, p_z, and the spin indices 0, 1 for ↑, ↓. The matrices `orbital k` are the Cartesian components of L, and `⊗ₖ` joins orbital and spin space. The real number z is an energy: it stands for the strength of the spin–orbit interaction averaged over the radial function of the shell. The real number Δ is the crystal-field energy of p_z relative to p_x and p_y, and Δ = 0 is the degenerate shell.

The matrix `cut z Δ` keeps the rows and columns of p_x and p_y with both spins. This is what a second variation does when its window contains those four states and nothing else. `IsLevel H E` says that H v = E v for some nonzero v, so a level is an energy with a genuine eigenvector; it does not count degeneracy.

Both parameters are given, not computed from a potential. The model has one fixed radial function and no hybridisation with other shells, and its window removes p_z completely, whereas real bands may carry only part of it.

## Six spin-orbitals in two sectors

Write a = z/2. The term L_z S_z connects p_x with p_y and keeps the spin. The terms L_x S_x and L_y S_y connect p_z with the other two orbitals and flip the spin. The sets {p_x↑, p_y↑, p_z↓} and {p_x↓, p_y↓, p_z↑}, written without the letter p in the Lean comments, therefore do not mix. In the first, t − H has the rows

(t, ia, −a)

(−ia, t, ia)

(−a, −ia, t − Δ)

Expanding along the first row gives

t[t(t − Δ) − a²] − ia[−ia(t − Δ) + ia²] − a[−a² + at]

= t²(t − Δ) − a²t − a²(t − Δ) + a³ + a³ − a²t

= (t − Δ)(t² − a²) − 2a²(t − a)

= (t − a)[(t − Δ)(t + a) − 2a²].

The second sector has the same determinant. Since 2a² = z²/2, the full secular determinant is

[(t − z/2)((t − Δ)(t + z/2) − z²/2)]²,

which is `shell_secular`. At Δ = 0 the inner quadratic is t² + zt/2 − z²/2 = (t − z/2)(t + z), and the determinant becomes

(t − z/2)⁴ (t + z)²,

as stated in `multiplet_secular`.

In the proof, `sectors` reorders the basis, which leaves the determinant unchanged, and the reordered matrix is shown entry by entry to be block diagonal. Each 3×3 determinant is then expanded, and `linear_combination` with `Complex.I_sq` supplies i² = −1. The matrix elements come from `shell_apply`.

## What remains without p_z

Inside the window only L_z S_z survives. For spin up, t − H has the rows (t, ia) and (−ia, t), with determinant t² − a². Spin down gives the same, so the window has

(t − z/2)² (t + z/2)².

This is `cut_secular`, proved by the same reordering with `spinSectors`. It holds for every Δ, because the crystal field acts only on the orbital that was removed.

The upper level is right because its window states, (p_x + i p_y)/√2 with spin up and (p_x − i p_y)/√2 with spin down, are eigenstates of the full shell too. The lower level is wrong because (p_x − i p_y)/√2 with spin up couples to p_z with spin down through a matrix element of size z/√2, and the window discards that coupling.

## From determinants to splittings

`isLevel_iff` links the two descriptions: E is a level exactly when E − H annihilates a nonzero vector, hence when det(E − H) = 0. `shell_level_iff` carries the factorised determinant over to real numbers, and `levels` reads off the energies at Δ = 0: z/2 and −z for the full shell, z/2 and −z/2 for the window.

The theorem `isHermitian` shows that both matrices are Hermitian. By the usual spectral theorem the powers in the determinants are then degeneracies: for z > 0, four and two in the full shell, two and two in the window.

`wrong_splitting` takes any two distinct levels of each matrix, the larger one first. For z > 0 the order leaves one possible assignment in each case, and `linarith` rules out the others:

z/2 − (−z) = 3z/2 for the full shell,

z/2 − (−z/2) = z for the window.

## The limit of a distant p_z

Let z > 0 and Δ > 0. A negative level E cannot be z/2, so it satisfies

(Δ − E)(E + z/2) = −z²/2.

Since Δ − E is positive, E + z/2 must be negative, so E lies below the window value −z/2. Dividing by Δ − E gives

−z/2 − E = z²/(2(Δ − E)) ≤ z²/(2Δ),

because Δ − E > Δ. This is `window_error`. The Lean proof obtains the sign by contradiction and the bound from E(E + z/2) > 0, a product of two negative numbers, which avoids dividing by Δ − E.

For fixed z the bound tends to zero as Δ → ∞, and the two-orbital window then gives the right lower level. At Δ = 10z, the error is at most z/20, compared with z/2 in the degenerate shell.
